# Off-diagonal coupling widens the gap between two levels

For real F and z with z > 0, the lemma states that q = √((15F + z)² + 8z²) is strictly greater than |15F + z|. In physical terms, q is the gap between the eigenvalues of a real symmetric two-level Hamiltonian whose diagonal energies differ by 15F + z and whose off-diagonal element is √2 z, so the coupling makes the gap larger than the diagonal separation. The file itself defines only the formula for q, not a Hamiltonian, and F may have either sign. The attempt reduces the claim to a comparison of squares, which should follow from the formula for q² and the positivity of z².

As first written in Lean, the proof fails:

```lean
import Mathlib

open Matrix Filter Topology

namespace SpinOrbitPSquared

noncomputable section

/-- The quantity q = √((15F + z)² + 8z²). -/
def splitting (F z : ℝ) : ℝ := √((15 * F + z) ^ 2 + 8 * z ^ 2)

/-- The square of q is (15F + z)² + 8z². -/
theorem splitting_sq (F z : ℝ) :
    splitting F z ^ 2 = (15 * F + z) ^ 2 + 8 * z ^ 2 :=
  Real.sq_sqrt (by positivity)

/-- For z > 0, q exceeds the absolute value of 15F + z. -/
theorem abs_lt_splitting (F : ℝ) {z : ℝ} (hz : 0 < z) :
    |15 * F + z| < splitting F z := by
  apply abs_lt_of_sq_lt_sq _ (Real.sqrt_nonneg _)
  have h : 0 < z ^ 2 := by positivity
  linarith [splitting_sq F z]

end

end SpinOrbitPSquared
```

The error:

```
Main.lean:22:2: error: linarith failed to find a contradiction
F z : ℝ
hz : 0 < z
h : 0 < z ^ 2
a✝ : √((15 * F + z) ^ 2 + 8 * z ^ 2) ^ 2 ≤ (15 * F + z) ^ 2
⊢ False
failed
```

After these edits no error is left:

```diff
@@ -18,7 +18,10 @@
 theorem abs_lt_splitting (F : ℝ) {z : ℝ} (hz : 0 < z) :
     |15 * F + z| < splitting F z := by
-  apply abs_lt_of_sq_lt_sq _ (Real.sqrt_nonneg _)
   have h : 0 < z ^ 2 := by positivity
-  linarith [splitting_sq F z]
+  have hsq : (15 * F + z) ^ 2 < splitting F z ^ 2 := by
+    rw [splitting_sq]
+    linarith
+  have hq : 0 ≤ splitting F z := Real.sqrt_nonneg _
+  exact abs_lt_of_sq_lt_sq hsq hq
 
 end
```

Diagnosis. The message says that `linarith` could not derive a contradiction from the negated goal and the facts it had. That negated goal contains `√(...) ^ 2`, not `splitting F z ^ 2`. The argument `Real.sqrt_nonneg _` made `apply` take the larger side as an explicit square root, and matching this with the goal unfolded `splitting`. The supplied fact `splitting_sq F z` still speaks of `splitting F z ^ 2`. The two are equal by definition, but `linarith` does not unfold `splitting` to see this, so it treats them as unrelated quantities and cannot use the fact on the goal.

The repair states `hsq` with `splitting F z` in place. There `rw [splitting_sq]` replaces the square by its formula, and `linarith` needs only `h`, that `z ^ 2` is positive. `hq` states nonnegativity for `splitting F z` too, which Lean accepts from `Real.sqrt_nonneg _` by unfolding the definition. The final `exact` then combines two facts written in the same form as the goal.
